# End-site spectral moments of a half-infinite chain are exact on the N-point sine grid below order 2N

An electron sits on the end site of an open tight-binding chain. Each application of the Hamiltonian H moves it by at most one site, so in a half-infinite chain a low power of H cannot carry it beyond the N-th site and back. Its spectral moments at the end site should then be the same for N sites as for a half-infinite chain. The question is up to which order this holds, and what happens at the first order where it fails.

Take zero on-site energy and nearest-neighbour hopping equal to 1, which sets the unit of energy. The standing waves of the N-site chain and their energies are

ψ_r(j) = √(2/(N+1)) sin(jθ_r), ε_r = 2 cos θ_r, θ_r = πr/(N+1), r = 1, …, N.

For a real polynomial p, the end-site element of p(H) is the sum of |ψ_r(1)|² p(ε_r). In the half-infinite chain the sum becomes an integral over a continuous band. These spectra are the physical input: the code starts from the resulting sum and integral and does not diagonalise a Hamiltonian.

```lean
import Mathlib

open Real
open scoped Polynomial

namespace OpenChainSineGrid

noncomputable section
```

## The finite chain and the band

The finite-chain average is

G_N(p) = (2/(N+1)) Σ_{r=1}^{N} sin²θ_r p(2 cos θ_r).

In Lean, `p : ℝ[X]` is a real polynomial, `p.eval` evaluates it at an energy, and `Finset.Icc 1 N` is the range of r.

```lean
/-- Average of `p(2 cos θ)` over the standing-wave grid of an open chain with `N` sites,
weighted by the end-site weights `2 sin² θ / (N + 1)`. -/
def endSiteGrid (N : ℕ) (p : ℝ[X]) : ℝ :=
  2 / ((N : ℝ) + 1) * ∑ r ∈ Finset.Icc 1 N,
    sin (π * r / (N + 1)) ^ 2 * p.eval (2 * cos (π * r / (N + 1)))
```

The band average uses the reduced wave number k in [0,1], with θ = πk:

B(p) = ∫₀¹ 2 sin²(πk) p(2 cos πk) dk.

```lean
/-- Integral of `p(2 cos πk)` over the continuous band with the end-site weight `2 sin² πk`. -/
def endSiteBand (p : ℝ[X]) : ℝ :=
  ∫ k in (0 : ℝ)..1, 2 * sin (π * k) ^ 2 * p.eval (2 * cos (π * k))
```

## The sine grid as a trapezoidal rule

The points θ_r are the interior points of a uniform grid on [0,π]. The trapezoidal average of a function F on that grid gives the two ends half weight:

T_N(F) = [F(0) + 2 Σ_{r=1}^{N} F(θ_r) + F(π)] / (2(N+1)).

```lean
/-- Trapezoidal average of `F` over `[0, π]` with `N` interior grid points. -/
def trapezoid (N : ℕ) (F : ℝ → ℝ) : ℝ :=
  (F 0 + 2 * ∑ r ∈ Finset.Icc 1 N, F (π * r / (N + 1)) + F π) / (2 * ((N : ℝ) + 1))
```

Its error is the difference from the true average:

E_N(F) = T_N(F) − ∫₀¹ F(πk) dk.

```lean
/-- Trapezoidal average of `F` minus its exact average over `[0, π]`. -/
def samplingError (N : ℕ) (F : ℝ → ℝ) : ℝ :=
  trapezoid N F - ∫ k in (0 : ℝ)..1, F (π * k)
```

## Which harmonics the grid mistakes for constants

To find the error for cos mθ, first sum cosines at equal spacing 2y. The sum-to-product formulas give

cos a + cos(a+2y) = 2 cos(a+y) cos y,
sin(a+2y) − sin a = 2 cos(a+y) sin y,

and therefore

[cos a + cos(a+2y)] sin y = cos y [sin(a+2y) − sin a].

Add this for a = 0, 2y, …, 2ny. On the left every interior cosine occurs twice and the two end ones once; on the right the sines telescope:

[1 + 2 Σ_{r=1}^{n} cos(2ry) + cos(2(n+1)y)] sin y = cos y sin(2(n+1)y).

The proof does the same by induction on n, with the one-interval identity as `step`.

```lean
/-- Closed form of the cosine sum with half weight at both ends, multiplied by `2 sin y`. -/
theorem cosine_sum (y : ℝ) (n : ℕ) :
    (1 + 2 * ∑ r ∈ Finset.Icc 1 n, cos (r * (2 * y)) + cos ((n + 1) * (2 * y))) * sin y
      = cos y * sin ((n + 1) * (2 * y)) := by
  -- one step of the telescoping sum
  have step : ∀ a : ℝ, (cos a + cos (a + 2 * y)) * sin y
      = cos y * (sin (a + 2 * y) - sin a) := by
    intro a
    rw [Real.cos_add, Real.sin_add, Real.cos_two_mul, Real.sin_two_mul]
    linear_combination (-2 * sin a * cos y) * Real.sin_sq_add_cos_sq y
  induction n with
  | zero =>
    have h := step 0
    rw [Real.cos_zero, Real.sin_zero, zero_add] at h
    rw [Finset.Icc_eq_empty (by norm_num), Finset.sum_empty, Nat.cast_zero, zero_add, one_mul]
    linear_combination h
  | succ n ih =>
    have h := step ((n + 1) * (2 * y))
    have e : (((n + 1 : ℕ) : ℝ) + 1) * (2 * y) = (n + 1) * (2 * y) + 2 * y := by
      push_cast
      ring
    rw [Finset.sum_Icc_succ_top (by omega), e]
    push_cast
    linear_combination ih + h
```

Now set n = N and y = mπ/(2(N+1)) for an integer m, so that 2ry = mθ_r. The right side contains sin(mπ) = 0. If 2(N+1) does not divide m, then sin y ≠ 0 and the bracket must vanish. If it does divide m, every sampled cosine equals 1 and the average is (2 + 2N)/(2(N+1)) = 1. Hence

T_N(cos mθ) = 1 if 2(N+1) divides m, and 0 otherwise.

The two branches of the Lean proof are these two cases, with divisibility first.

```lean
/-- Aliasing rule: the trapezoidal average of `cos mθ` is one if `2(N + 1)` divides `m`,
and zero otherwise. -/
theorem trapezoid_cos (N : ℕ) (m : ℤ) :
    trapezoid N (fun θ => cos (m * θ)) = if (2 * (N + 1) : ℤ) ∣ m then 1 else 0 := by
  have hN : (N : ℝ) + 1 ≠ 0 := by positivity
  split_ifs with h
  · obtain ⟨j, rfl⟩ := h
    have h1 : ∀ r : ℕ,
        cos (((2 * ((N : ℤ) + 1) * j : ℤ) : ℝ) * (π * r / (N + 1))) = 1 := by
      intro r
      rw [show ((2 * ((N : ℤ) + 1) * j : ℤ) : ℝ) * (π * r / (N + 1))
        = ((j * r : ℤ) : ℝ) * (2 * π) by push_cast; field_simp]
      exact Real.cos_int_mul_two_pi _
    have h2 : cos (((2 * ((N : ℤ) + 1) * j : ℤ) : ℝ) * π) = 1 := by
      rw [show ((2 * ((N : ℤ) + 1) * j : ℤ) : ℝ) * π
        = ((((N : ℤ) + 1) * j : ℤ) : ℝ) * (2 * π) by push_cast; ring]
      exact Real.cos_int_mul_two_pi _
    simp only [trapezoid, h1, h2, mul_zero, Real.cos_zero, Finset.sum_const, Nat.card_Icc,
      nsmul_eq_mul, add_tsub_cancel_right]
    rw [div_eq_one_iff_eq (by positivity)]
    ring
  · have hs : sin (m * π / (2 * (N + 1))) ≠ 0 := by
      intro hs
      obtain ⟨n, hn⟩ := Real.sin_eq_zero_iff.mp hs
      apply h
      refine ⟨n, ?_⟩
      have h3 : (n : ℝ) * π * (2 * (N + 1)) = m * π := by
        rw [hn]
        field_simp
      have h4 : (m : ℝ) = 2 * (N + 1) * n := by
        apply mul_right_cancel₀ Real.pi_ne_zero
        linear_combination -h3
      exact_mod_cast h4
    have hc := cosine_sum (m * π / (2 * (N + 1))) N
    have e1 : ∀ r : ℝ, r * (2 * (m * π / (2 * (N + 1)))) = m * (π * r / (N + 1)) := by
      intro r
      field_simp
    have e2 : (m : ℝ) * (π * (N + 1) / (N + 1)) = m * π := by
      field_simp
    simp only [e1] at hc
    rw [e2, Real.sin_int_mul_pi, mul_zero] at hc
    have hz := (mul_eq_zero.mp hc).resolve_right hs
    simp only [trapezoid, mul_zero, Real.cos_zero]
    rw [hz, zero_div]
```

The exact average is 1 only for m = 0, since for m ≠ 0

∫₀¹ cos(mπk) dk = sin(mπ)/(mπ) = 0.

```lean
/-- The exact average of `cos mθ` over `[0, π]` is one for `m = 0` and zero otherwise. -/
theorem integral_cos_mode (m : ℤ) :
    ∫ k in (0 : ℝ)..1, cos (m * (π * k)) = if m = 0 then 1 else 0 := by
  split_ifs with h
  · simp [h]
  · have hc : (m : ℝ) * π ≠ 0 := mul_ne_zero (by exact_mod_cast h) Real.pi_ne_zero
    simp_rw [← mul_assoc]
    rw [intervalIntegral.integral_comp_mul_left Real.cos hc, integral_cos, mul_one, mul_zero,
      Real.sin_int_mul_pi]
    simp
```

## From harmonics to powers of the energy

Both the trapezoidal average and the integral are linear, so

E_N(aF + bG) = a E_N(F) + b E_N(G).

Here F and G are arbitrary continuous functions; continuity lets the integral be split.

```lean
/-- The sampling error is linear on continuous functions. -/
theorem samplingError_linear (N : ℕ) (a b : ℝ) (F G : ℝ → ℝ)
    (hF : Continuous F) (hG : Continuous G) :
    samplingError N (fun θ => a * F θ + b * G θ)
      = a * samplingError N F + b * samplingError N G := by
  have hI : ∫ k in (0 : ℝ)..1, (a * F (π * k) + b * G (π * k))
      = a * (∫ k in (0 : ℝ)..1, F (π * k)) + b * ∫ k in (0 : ℝ)..1, G (π * k) := by
    rw [intervalIntegral.integral_add, intervalIntegral.integral_const_mul,
      intervalIntegral.integral_const_mul]
    all_goals exact Continuous.intervalIntegrable (by fun_prop) _ _
  simp only [samplingError, trapezoid, hI, Finset.sum_add_distrib, ← Finset.mul_sum]
  ring
```

Write L = 2(N+1) for the lowest positive harmonic that the grid mistakes for a constant, and let δ(a,b) be 1 if a = b and 0 otherwise. For n + |m| ≤ L the claim is

E_N[(2 cos θ)ⁿ cos mθ] = δ(n+m, L) + δ(n−m, L).

For n = 0, the only multiples of L in the range |m| ≤ L are 0 and ±L. At every other m in the range the grid and the integral both give 0, so the error is 0. At m = 0 the grid and the integral both give 1, so the error is again 0. At m = ±L the grid gives 1 and the integral 0, so the error is 1.

To go from n to n+1, use

(2 cos θ)ⁿ⁺¹ cos mθ = (2 cos θ)ⁿ [cos((m+1)θ) + cos((m−1)θ)].

The induction hypothesis gives four terms:

δ(n+m+1, L) + δ(n−m−1, L) + δ(n+m−1, L) + δ(n−m+1, L).

Since n+1+|m| ≤ L, the numbers n−m−1 and n+m−1 are at most L−2, so the second and third terms vanish. The other two are the claim for n+1. In Lean the bound on n + |m| appears as two inequalities, one for each sign of m, and `omega` settles the integer cases.

```lean
/-- Sampling error of `(2 cos θ)ⁿ cos mθ` when `n + |m|` is at most `2(N + 1)`: it counts
how many of `n + m` and `n - m` equal `2(N + 1)`. -/
theorem samplingError_pow_cos (N n : ℕ) : ∀ m : ℤ,
    (n : ℤ) + m ≤ 2 * (N + 1) → (n : ℤ) - m ≤ 2 * (N + 1) →
    samplingError N (fun θ => (2 * cos θ) ^ n * cos (m * θ))
      = (if (n : ℤ) + m = 2 * (N + 1) then 1 else 0)
        + (if (n : ℤ) - m = 2 * (N + 1) then 1 else 0) := by
  induction n with
  | zero =>
    intro m h1 h2
    -- in this range only three harmonics look constant on the grid
    have hd : (2 * (N + 1) : ℤ) ∣ m ↔
        m = 0 ∨ m = 2 * (N + 1) ∨ m = -(2 * (N + 1)) := by
      constructor
      · rintro ⟨j, hj⟩
        have hj1 : j ≤ 1 := by
          by_contra hcon
          have : 2 ≤ j := by omega
          push_cast at h1
          nlinarith
        have hj2 : -1 ≤ j := by
          by_contra hcon
          have : j ≤ -2 := by omega
          push_cast at h2
          nlinarith
        interval_cases j <;> omega
      · rintro (h | h | h) <;> rw [h]
        · exact dvd_zero _
        · exact (dvd_neg).mpr (dvd_refl _)
    simp only [pow_zero, one_mul]
    rw [samplingError, trapezoid_cos, integral_cos_mode]
    simp only [hd]
    split_ifs <;> first | (exfalso; omega) | norm_num
  | succ n ih =>
    intro m h1 h2
    have hF : (fun θ : ℝ => (2 * cos θ) ^ (n + 1) * cos (m * θ))
        = fun θ => 1 * ((2 * cos θ) ^ n * cos (((m + 1 : ℤ) : ℝ) * θ))
          + 1 * ((2 * cos θ) ^ n * cos (((m - 1 : ℤ) : ℝ) * θ)) := by
      funext θ
      push_cast
      rw [add_mul, sub_mul, one_mul, Real.cos_add, Real.cos_sub]
      ring
    rw [hF, samplingError_linear N 1 1
      (fun θ => (2 * cos θ) ^ n * cos (((m + 1 : ℤ) : ℝ) * θ))
      (fun θ => (2 * cos θ) ^ n * cos (((m - 1 : ℤ) : ℝ) * θ))
      (by fun_prop) (by fun_prop),
      ih (m + 1) (by omega) (by omega), ih (m - 1) (by omega) (by omega)]
    split_ifs <;> first | (exfalso; omega) | norm_num
```

## The first moment that feels the far end

The end-site weight 2 sin²θ vanishes at θ = 0 and θ = π, so the trapezoidal end terms drop out and

T_N[2 sin²θ (2 cos θ)ⁱ] = G_N(xⁱ).

The weight is also a polynomial in the energy:

2 sin²θ = 2 − ½(2 cos θ)².

The error of the i-th moment is therefore

G_N(xⁱ) − B(xⁱ) = 2 E_N[(2 cos θ)ⁱ] − ½ E_N[(2 cos θ)ⁱ⁺²].

Let i ≤ 2N. The first term is zero because i < L. The second error is zero unless i+2 = L, that is i = 2N, where both δ terms count and it equals 2. So the moments below order 2N agree, and

G_N(x²ᴺ) − B(x²ᴺ) = −1.

The Lean proof follows this order: `hT` identifies the sine grid with the trapezoidal rule, `hF` rewrites the weight, and the previous theorem is applied with m = 0 at powers i and i+2.

```lean
/-- The end-site moments of order below `2N` agree on the grid and in the band; the grid
moment of order `2N` is smaller by exactly one. -/
theorem moment_defect (N i : ℕ) (hi : i ≤ 2 * N) :
    endSiteGrid N (Polynomial.X ^ i) - endSiteBand (Polynomial.X ^ i)
      = if i = 2 * N then -1 else 0 := by
  -- the weight vanishes at both ends, so the sine grid is a trapezoidal rule
  have hT : endSiteGrid N (Polynomial.X ^ i)
      = trapezoid N (fun θ => 2 * sin θ ^ 2 * (2 * cos θ) ^ i) := by
    have hS : ∑ r ∈ Finset.Icc 1 N,
        2 * sin (π * r / (N + 1)) ^ 2 * (2 * cos (π * r / (N + 1))) ^ i
        = 2 * ∑ r ∈ Finset.Icc 1 N,
          sin (π * r / (N + 1)) ^ 2 * (2 * cos (π * r / (N + 1))) ^ i := by
      rw [Finset.mul_sum]
      exact Finset.sum_congr rfl fun r _ => by ring
    simp only [endSiteGrid, trapezoid, Polynomial.eval_pow, Polynomial.eval_X]
    rw [hS, Real.sin_zero, Real.sin_pi, div_mul_eq_mul_div,
      div_eq_div_iff (by positivity) (by positivity)]
    ring
  have hF : (fun θ : ℝ => 2 * sin θ ^ 2 * (2 * cos θ) ^ i)
      = fun θ => 2 * ((2 * cos θ) ^ i * cos (((0 : ℤ) : ℝ) * θ))
        + (-1 / 2) * ((2 * cos θ) ^ (i + 2) * cos (((0 : ℤ) : ℝ) * θ)) := by
    funext θ
    rw [Int.cast_zero, zero_mul, Real.cos_zero, Real.sin_sq]
    ring
  have hE : endSiteGrid N (Polynomial.X ^ i) - endSiteBand (Polynomial.X ^ i)
      = samplingError N (fun θ => 2 * sin θ ^ 2 * (2 * cos θ) ^ i) := by
    rw [hT]
    simp only [samplingError, endSiteBand, Polynomial.eval_pow, Polynomial.eval_X]
  rw [hE, hF, samplingError_linear N 2 (-1 / 2)
    (fun θ => (2 * cos θ) ^ i * cos (((0 : ℤ) : ℝ) * θ))
    (fun θ => (2 * cos θ) ^ (i + 2) * cos (((0 : ℤ) : ℝ) * θ))
    (by fun_prop) (by fun_prop),
    samplingError_pow_cos N i 0 (by omega) (by omega),
    samplingError_pow_cos N (i + 2) 0 (by omega) (by omega)]
  split_ifs <;> first | (exfalso; omega) | norm_num
```

## Polynomials up to degree 2N

Let p(x) = Σ_{i=0}^{2N} c_i xⁱ. Expanding both averages in moments gives

G_N(p) − B(p) = Σ_{i=0}^{2N} c_i [G_N(xⁱ) − B(xⁱ)] = −c_{2N}.

In the theorem, c_{2N} is `p.coeff (2 * N)`, and `natDegree` is the degree, with the zero polynomial assigned degree 0.

```lean
/-- For a polynomial of degree at most `2N`, the grid average equals the band integral minus
the coefficient of order `2N`. -/
theorem endSiteGrid_eq_sub_coeff (N : ℕ) (p : ℝ[X]) (hp : p.natDegree ≤ 2 * N) :
    endSiteGrid N p = endSiteBand p - p.coeff (2 * N) := by
  have hn : p.natDegree < 2 * N + 1 := by omega
  -- expand both averages in moments
  have hG : endSiteGrid N p = ∑ i ∈ Finset.range (2 * N + 1),
      p.coeff i * endSiteGrid N (Polynomial.X ^ i) := by
    simp only [endSiteGrid, Polynomial.eval_pow, Polynomial.eval_X,
      Polynomial.eval_eq_sum_range' hn, Finset.mul_sum]
    rw [Finset.sum_comm]
    exact Finset.sum_congr rfl fun i _ => Finset.sum_congr rfl fun r _ => by ring
  have hB : endSiteBand p = ∑ i ∈ Finset.range (2 * N + 1),
      p.coeff i * endSiteBand (Polynomial.X ^ i) := by
    simp only [endSiteBand, Polynomial.eval_pow, Polynomial.eval_X]
    simp_rw [← intervalIntegral.integral_const_mul]
    rw [← intervalIntegral.integral_finsetSum]
    · refine intervalIntegral.integral_congr fun k _ => ?_
      rw [Polynomial.eval_eq_sum_range' hn, Finset.mul_sum]
      exact Finset.sum_congr rfl fun i _ => by ring
    · intro i _
      exact Continuous.intervalIntegrable (by fun_prop) _ _
  have h : ∑ i ∈ Finset.range (2 * N + 1), p.coeff i * endSiteGrid N (Polynomial.X ^ i)
      = ∑ i ∈ Finset.range (2 * N + 1), (p.coeff i * endSiteBand (Polynomial.X ^ i)
        - if i = 2 * N then p.coeff i else 0) := by
    refine Finset.sum_congr rfl fun i hi => ?_
    have hm := moment_defect N i (by have := Finset.mem_range.mp hi; omega)
    split_ifs at hm ⊢ <;> linear_combination p.coeff i * hm
  rw [hG, hB, h, Finset.sum_sub_distrib, Finset.sum_ite_eq', if_pos (by simp)]
```

If the degree is below 2N, then c_{2N} = 0 and the two averages coincide:

(2/(N+1)) Σ_{r=1}^{N} sin²θ_r p(2 cos θ_r) = ∫₀¹ 2 sin²(πk) p(2 cos πk) dk.

The theorem states this with both sides written out. It needs no separate assumption N ≥ 1, because no polynomial satisfies the degree condition at N = 0.

For a uniform, non-interacting chain with nearest-neighbour hopping, this means that the end-site element of p(H), for a fixed polynomial p of degree below 2N, has no finite-size error. The same p is used for the finite and the half-infinite chain; if p approximates a function whose chemical potential is readjusted for each chain, its coefficients can change and the statement does not cover that change. A Fermi function or a smeared occupation is not itself a polynomial, and the error of truncating its expansion is not estimated here.

```lean
/-- Exact end-site spectral moments: for every real polynomial of degree below `2N`, the
`N`-point sine grid reproduces the band integral. -/
theorem endSiteGrid_exact (N : ℕ) (p : ℝ[X]) (hp : p.natDegree < 2 * N) :
    2 / ((N : ℝ) + 1) * ∑ r ∈ Finset.Icc 1 N,
        sin (π * r / (N + 1)) ^ 2 * p.eval (2 * cos (π * r / (N + 1)))
      = ∫ k in (0 : ℝ)..1, 2 * sin (π * k) ^ 2 * p.eval (2 * cos (π * k)) := by
  have h := endSiteGrid_eq_sub_coeff N p hp.le
  rw [Polynomial.coeff_eq_zero_of_natDegree_lt hp, sub_zero] at h
  exact h
```

Within degree at most 2N, the same formula also decides when the grid is exact:

G_N(p) = B(p) if and only if c_{2N} = 0.

The bound 2N in the exactness theorem is thus sharp for N ≥ 1: x²ᴺ already fails. For polynomials of higher degree the criterion says nothing.

```lean
/-- Among polynomials of degree at most `2N`, the grid is exact precisely for those whose
coefficient of order `2N` vanishes. -/
theorem endSiteGrid_exact_iff (N : ℕ) (p : ℝ[X]) (hp : p.natDegree ≤ 2 * N) :
    endSiteGrid N p = endSiteBand p ↔ p.coeff (2 * N) = 0 := by
  rw [endSiteGrid_eq_sub_coeff N p hp]
  constructor <;> intro h <;> linarith

end

end OpenChainSineGrid
```

## A single site

For N = 1 the only grid point is θ₁ = π/2, with energy 0 and weight 1. With p(x) = a + bx + cx²,

G₁(p) = p(0) = a, B(p) = a + c.

The linear term averages to zero in the band by symmetry, so every polynomial of degree below 2 is integrated exactly. The quadratic term is missed because an isolated site has no neighbour to hop to and return from.

```lean
#print axioms OpenChainSineGrid.endSiteGrid_exact
#print axioms OpenChainSineGrid.endSiteGrid_exact_iff
```

```
'OpenChainSineGrid.endSiteGrid_exact' depends on axioms: [propext, Classical.choice, Quot.sound]
'OpenChainSineGrid.endSiteGrid_exact_iff' depends on axioms: [propext, Classical.choice, Quot.sound]
```
